# Tunnelling between a lead and a metallic island: the Fermi-function integral is d/(1 − exp(−d)) for d ≠ 0

## Tunnelling with no energy released

Suppose that moving one electron from a metallic lead to a metallic island releases no energy. Measure the electron's energy x from the lead's chemical potential, in units of the temperature. A level is filled with probability

f(x) = 1/(1 + exp(x)).

An electron at x can cross if its lead level is filled and the island level is empty, which has probability f(x)(1 − f(x)). This product is −f′(x), so its integral over all energies is the total drop of f:

∫ f(x)(1 − f(x)) dx = f(−∞) − f(+∞) = 1.

Thermal smearing alone therefore gives a nonzero rate, proportional to the temperature. When energy is released, the same method works with a different antiderivative.

## Released energy and the charging cost

Let the event release energy w at temperature T, with k_B = 1, and put d = w/T. The level that the electron enters lies at x + d relative to the island's effective chemical potential, which includes the charging energy. The golden-rule energy integral is, in reduced form,

I(d) = ∫ f(x)(1 − f(x + d)) dx.

If charging the island costs more than the bias supplies, w is negative and tunnelling is suppressed.

The full rate is T·I(d)/(e²R), that is, the integral in energy units times 1/(e²R), where e is the electron charge and R the tunnel resistance. This prefactor stands for a tunnelling matrix element and densities of states that do not vary with energy. It is not part of the formal definitions.

## What the theorems say

`fermi` is f, `tunnelWeight d x` is the integrand, and `reducedRate d` is I(d). The theorem `reducedRate_eq` says that for every real d ≠ 0 the integrand is integrable over the real line and

I(d) = d/(1 − exp(−d)).

The condition d ≠ 0 is needed because Lean evaluates 0/0 as 0, whereas `reducedRate_zero` gives I(0) = 1. By `tendsto_reducedRate`, I(d) → 1 as d → 0 through nonzero values, which is the meaning of `𝓝[≠] 0`.

`thermalRate μ T w` is the integral in energy units, with lead chemical potential μ. For T > 0, `thermalRate_eq` equates it to T·I(w/T), and for w ≠ 0 to w/(1 − exp(−w/T)). The value does not depend on μ.

`detailed_balance` states I(−d) = exp(−d) I(d) for every real d. `coulomb_blockade` states that the energy integral tends to max(w, 0) as T falls to zero from above. It concerns one tunnelling event with w given; conductance oscillations and the current through a device would need a charging model and rate equations as well.

The model assumes a continuous island spectrum, Fermi occupations at one common temperature, bands extending over all energies, and no energy exchanged with the electromagnetic environment during tunnelling. The golden rule is taken as the starting point, so cotunnelling and other higher-order processes are absent.

## The integral by hand

Write y = x + d. Since f(x)(1 + exp(x)) = 1, we have 1 − f(y) = f(y) exp(y), and

f(x) − f(y) = f(x) f(y) (exp(y) − exp(x))

= f(x) f(y) exp(y) (1 − exp(−d))

= f(x)(1 − f(y))(1 − exp(−d)).

Now let L(x) = log(1 + exp(x)). Its derivative is

L′(x) = exp(x)/(1 + exp(x)) = 1 − f(x).

Hence L(x + d) − L(x) has derivative f(x) − f(x + d), and for d ≠ 0 an antiderivative of the integrand is

F(x) = (L(x + d) − L(x))/(1 − exp(−d)).

As x → −∞, both logarithms vanish and F → 0. For x → +∞, use L(x) = x + L(−x):

L(x + d) − L(x) = d + L(−x − d) − L(−x) → d.

The integrand is nonnegative and its integral over [−r, r] is F(r) − F(−r), which converges as r grows. It is therefore integrable, with I(d) = d/(1 − exp(−d)).

For the limit d → 0, the function 1 − exp(−d) vanishes at d = 0 and has derivative 1 there. Thus (1 − exp(−d))/d → 1, and so does its inverse, I(d).

Detailed balance at d ≠ 0 follows by multiplying numerator and denominator by −exp(−d):

I(−d) = −d/(1 − exp(d)) = d exp(−d)/(1 − exp(−d)) = exp(−d) I(d).

At d = 0 both sides are equal already.

For energy units, substitute E = μ + Tx, so that dE = T dx. The integral becomes T·I(w/T). As T → 0 from above there are three cases:

- For w > 0, exp(−w/T) → 0 and the integral tends to w.
- For w = 0, it equals T and tends to 0.
- For w < 0, it equals |w|/(exp(|w|/T) − 1) and tends to 0.

## A worked value at d = ln 2

Here exp(−d) = 1/2, so the formula gives I(d) = 2 ln 2 ≈ 1.386. Direct integration with u = exp(x) agrees:

I(ln 2) = ∫₀^∞ 2/((1 + u)(1 + 2u)) du

= [2 ln((1 + 2u)/(1 + u))]₀^∞ = 2 ln 2.

The reverse event has I(−ln 2) = ln 2 ≈ 0.693, smaller by the Boltzmann factor 1/2.

## The rate in a single-electron circuit simulation

In a master-equation or kinetic Monte Carlo simulation of normal-metal islands, restricted to lowest-order tunnelling under the assumptions above, the program computes w for each possible event from the circuit's change in electrostatic energy and the work done by the voltage sources, and assigns the event the rate

Γ = w/(e²R (1 − exp(−w/T))).

Near w = 0 the subtraction loses digits, so the denominator is better computed with `expm1`, and w = 0 needs its own branch returning T/(e²R). For large negative w/T, detailed balance avoids overflow: evaluate the rate at |w| and multiply by exp(−|w|/T).

## The complete Lean file

```lean
import Mathlib

open Filter Topology MeasureTheory

namespace CoulombBlockadeRate

noncomputable section

/-- Fermi occupation of a level at energy `x`, measured from the chemical potential in units
of the temperature. -/
def fermi (x : ℝ) : ℝ := 1 / (1 + Real.exp x)

/-- Probability that the lead level at `x` is filled and the island level at `x + d` is empty. -/
def tunnelWeight (d x : ℝ) : ℝ := fermi x * (1 - fermi (x + d))

/-- Reduced golden-rule rate for tunnelling from lead to island with released energy `d`,
in units of the temperature. -/
def reducedRate (d : ℝ) : ℝ := ∫ x, tunnelWeight d x

/-- The logarithm of the partition function `1 + exp x` of a single fermionic level. -/
def logPartition (x : ℝ) : ℝ := Real.log (1 + Real.exp x)

/-- Golden-rule energy integral for a lead with chemical potential `μ`, temperature `T ≠ 0`
(in energy units) and energy `w` released by the tunnelling event. -/
def thermalRate (μ T w : ℝ) : ℝ :=
  ∫ E, fermi ((E - μ) / T) * (1 - fermi ((E - μ + w) / T))

/-- The Fermi occupation times the single-level partition function is one. -/
theorem fermi_mul (x : ℝ) : fermi x * (1 + Real.exp x) = 1 := by
  have h : 1 + Real.exp x ≠ 0 := by positivity
  exact one_div_mul_cancel h

/-- The tunnelling weight times `1 - exp (-d)` is the difference of the two occupations. -/
theorem tunnelWeight_mul (d x : ℝ) :
    tunnelWeight d x * (1 - Real.exp (-d)) = fermi x - fermi (x + d) := by
  have h3 : Real.exp (x + d) * Real.exp (-d) = Real.exp x := by
    rw [← Real.exp_add, add_neg_cancel_right]
  unfold tunnelWeight
  linear_combination (fermi x * Real.exp (-d)) * fermi_mul (x + d)
    - fermi (x + d) * fermi_mul x - fermi x * fermi (x + d) * h3

/-- The derivative of the logarithm of the partition function is the probability `1 - f`. -/
theorem hasDerivAt_logPartition (x : ℝ) : HasDerivAt logPartition (1 - fermi x) x := by
  have hne : 1 + Real.exp x ≠ 0 := by positivity
  have h := ((Real.hasDerivAt_exp x).const_add 1).log hne
  refine h.congr_deriv ?_
  rw [div_eq_iff hne]
  linear_combination fermi_mul x

/-- If an antiderivative of the tunnelling weight has finite limits at both ends of the energy
axis, the weight is integrable and the reduced rate is the difference of the limits. -/
theorem rate_of_antiderivative {d m n : ℝ} {F : ℝ → ℝ}
    (hF : ∀ x, HasDerivAt F (tunnelWeight d x) x)
    (hbot : Tendsto F atBot (𝓝 m)) (htop : Tendsto F atTop (𝓝 n)) :
    Integrable (tunnelWeight d) ∧ reducedRate d = n - m := by
  have hf : Continuous fermi :=
    continuous_const.div (continuous_const.add Real.continuous_exp) (fun x => by positivity)
  have hc : Continuous (tunnelWeight d) :=
    hf.mul (continuous_const.sub (hf.comp (continuous_id.add continuous_const)))
  have hpos : ∀ x, 0 < fermi x := fun x => by unfold fermi; positivity
  have h0 : ∀ x, 0 ≤ tunnelWeight d x := by
    intro x
    have h := mul_pos (hpos (x + d)) (Real.exp_pos (x + d))
    have h1 : 0 ≤ 1 - fermi (x + d) := by nlinarith [fermi_mul (x + d)]
    exact mul_nonneg (hpos x).le h1
  -- the integrals over growing symmetric windows converge
  have hi : Integrable (tunnelWeight d) := by
    refine integrable_of_intervalIntegral_norm_tendsto (l := atTop) (a := fun r : ℝ => -r)
      (b := fun r : ℝ => r) (n - m)
      (fun r => hc.integrableOn_Icc.mono_set Set.Ioc_subset_Icc_self)
      tendsto_neg_atTop_atBot tendsto_id ?_
    have hn : ∀ x, ‖tunnelWeight d x‖ = tunnelWeight d x :=
      fun x => Real.norm_of_nonneg (h0 x)
    have h : ∀ r : ℝ, ∫ x in (-r)..r, ‖tunnelWeight d x‖ = F r - F (-r) := by
      intro r
      simp only [hn]
      exact intervalIntegral.integral_eq_sub_of_hasDerivAt (fun x _ => hF x)
        (hc.intervalIntegrable _ _)
    simp only [h]
    exact htop.sub (hbot.comp tendsto_neg_atTop_atBot)
  exact ⟨hi, integral_of_hasDerivAt_of_tendsto hF hi hbot htop⟩

/-- For nonzero released energy `d` the tunnelling weight is integrable and the reduced
golden-rule rate is `d / (1 - exp (-d))`. -/
theorem reducedRate_eq {d : ℝ} (hd : d ≠ 0) :
    Integrable (tunnelWeight d) ∧ reducedRate d = d / (1 - Real.exp (-d)) := by
  have hne : 1 - Real.exp (-d) ≠ 0 := by
    intro h
    have h1 := (Real.exp_eq_one_iff (-d)).mp (by linarith)
    exact hd (by linarith)
  have hrefl : ∀ x, logPartition x = x + logPartition (-x) := by
    intro x
    have h : 1 + Real.exp x = Real.exp x * (1 + Real.exp (-x)) := by
      rw [mul_add, mul_one, ← Real.exp_add, add_neg_cancel, Real.exp_zero, add_comm]
    unfold logPartition
    rw [h, Real.log_mul (Real.exp_pos x).ne' (by positivity), Real.log_exp]
  have hb : Tendsto logPartition atBot (𝓝 0) := by
    have h := (Real.tendsto_exp_atBot.const_add 1).log (by norm_num)
    rw [add_zero, Real.log_one] at h
    exact h
  have hbot := (hb.comp (tendsto_atBot_add_const_right _ d tendsto_id)).sub hb
  -- at high energy the two logarithms differ by the released energy
  have htop : Tendsto (fun x => logPartition (x + d) - logPartition x) atTop (𝓝 d) := by
    have h := ((hb.comp (tendsto_neg_atTop_atBot.comp
      (tendsto_atTop_add_const_right _ d tendsto_id))).sub
      (hb.comp tendsto_neg_atTop_atBot)).const_add d
    rw [sub_zero, add_zero] at h
    refine h.congr fun x => ?_
    show d + (logPartition (-(x + d)) - logPartition (-x))
      = logPartition (x + d) - logPartition x
    linarith [hrefl (x + d), hrefl x]
  have hF : ∀ x, HasDerivAt
      (fun x => (logPartition (x + d) - logPartition x) / (1 - Real.exp (-d)))
      (tunnelWeight d x) x := by
    intro x
    have h := (((hasDerivAt_logPartition (x + d)).comp_add_const x d).sub
      (hasDerivAt_logPartition x)).div_const (1 - Real.exp (-d))
    refine h.congr_deriv ?_
    rw [div_eq_iff hne, tunnelWeight_mul]
    ring
  have h := rate_of_antiderivative hF (hbot.div_const _) (htop.div_const _)
  exact ⟨h.1, by rw [h.2]; ring⟩

/-- When no energy is released the tunnelling weight is integrable and the reduced rate is one. -/
theorem reducedRate_zero : Integrable (tunnelWeight 0) ∧ reducedRate 0 = 1 := by
  have hF : ∀ x, HasDerivAt (fun x => -(1 + Real.exp x)⁻¹) (tunnelWeight 0 x) x := by
    intro x
    have hne : 1 + Real.exp x ≠ 0 := by positivity
    have h := (((Real.hasDerivAt_exp x).const_add 1).inv hne).neg
    refine h.congr_deriv ?_
    unfold tunnelWeight
    rw [add_zero, neg_div, neg_neg, div_eq_iff (pow_ne_zero 2 hne)]
    linear_combination (fermi x * (1 + Real.exp x) - Real.exp x) * fermi_mul x
  have h := rate_of_antiderivative hF
    ((Real.tendsto_exp_atBot.const_add 1).inv₀ (by norm_num)).neg
    (tendsto_inv_atTop_zero.comp
      (tendsto_atTop_add_const_left _ 1 Real.tendsto_exp_atTop)).neg
  exact ⟨h.1, by rw [h.2]; norm_num⟩

/-- The reduced rate tends to one as the released energy tends to zero. -/
theorem tendsto_reducedRate : Tendsto reducedRate (𝓝[≠] 0) (𝓝 1) := by
  have h : HasDerivAt (fun d : ℝ => 1 - Real.exp (-d)) 1 0 :=
    ((hasDerivAt_neg (0 : ℝ)).exp.const_sub 1).congr_deriv (by simp)
  -- the rate is the inverse of a difference quotient
  have h2 := (hasDerivAt_iff_tendsto_slope.mp h).inv₀ one_ne_zero
  rw [inv_one] at h2
  refine h2.congr' ?_
  filter_upwards [self_mem_nhdsWithin] with d hd
  rw [(reducedRate_eq hd).2, slope_def_field]
  simp

/-- Detailed balance: reversing the sign of the released energy multiplies the rate by the
Boltzmann factor `exp (-d)`. -/
theorem detailed_balance (d : ℝ) : reducedRate (-d) = Real.exp (-d) * reducedRate d := by
  rcases eq_or_ne d 0 with rfl | hd
  · simp
  have hne : ∀ t : ℝ, t ≠ 0 → 1 - Real.exp t ≠ 0 := fun t ht h =>
    ht ((Real.exp_eq_one_iff t).mp (by linarith))
  have hbc : Real.exp d * Real.exp (-d) = 1 := by
    rw [← Real.exp_add, add_neg_cancel, Real.exp_zero]
  rw [(reducedRate_eq (neg_ne_zero.mpr hd)).2, (reducedRate_eq hd).2, neg_neg, mul_div_assoc',
    div_eq_div_iff (hne d hd) (hne (-d) (neg_ne_zero.mpr hd))]
  linear_combination d * hbc

/-- At temperature `T > 0` the energy integral is `T` times the reduced rate at `w / T`, and for
`w ≠ 0` it equals `w / (1 - exp (-w / T))`. -/
theorem thermalRate_eq (μ w : ℝ) {T : ℝ} (hT : 0 < T) :
    thermalRate μ T w = T * reducedRate (w / T) ∧
      (w ≠ 0 → thermalRate μ T w = w / (1 - Real.exp (-(w / T)))) := by
  have h : thermalRate μ T w = T * reducedRate (w / T) := by
    have h1 : thermalRate μ T w = ∫ E, tunnelWeight (w / T) ((E - μ) / T) := by
      simp only [thermalRate, tunnelWeight, add_div]
    rw [h1, integral_sub_right_eq_self (fun E => tunnelWeight (w / T) (E / T)) μ,
      Measure.integral_comp_div, abs_of_pos hT, smul_eq_mul, reducedRate]
  refine ⟨h, fun hw => ?_⟩
  have hTw : T * (w / T) = w := by field_simp
  rw [h, (reducedRate_eq (div_ne_zero hw hT.ne')).2, mul_div_assoc', hTw]

/-- As the temperature falls to zero the energy integral tends to `w` if energy `w > 0` is
released, and to zero otherwise. -/
theorem coulomb_blockade (μ w : ℝ) :
    Tendsto (fun T => thermalRate μ T w) (𝓝[>] 0) (𝓝 (max w 0)) := by
  rcases lt_trichotomy w 0 with hw | rfl | hw
  · -- energy must be supplied: the rate is thermally suppressed
    have hE : Tendsto (fun T : ℝ => -(w / T)) (𝓝[>] 0) atTop :=
      (tendsto_inv_nhdsGT_zero.const_mul_atTop (neg_pos.mpr hw)).congr
        (fun T => by simp only [neg_mul, div_eq_mul_inv])
    have h := (tendsto_inv_atTop_zero.comp (tendsto_atTop_add_const_right _ (-1)
      (Real.tendsto_exp_atTop.comp hE))).const_mul (-w)
    rw [mul_zero] at h
    rw [max_eq_right hw.le]
    refine h.congr' ?_
    filter_upwards [self_mem_nhdsWithin] with T hT
    show -w * (Real.exp (-(w / T)) + -1)⁻¹ = thermalRate μ T w
    rw [(thermalRate_eq μ w hT).2 hw.ne,
      show 1 - Real.exp (-(w / T)) = -(Real.exp (-(w / T)) + -1) by ring,
      div_neg, div_eq_mul_inv _ (Real.exp (-(w / T)) + -1), neg_mul]
  · rw [max_self]
    have h : Tendsto (fun T : ℝ => T) (𝓝[>] 0) (𝓝 0) := tendsto_id.mono_left nhdsWithin_le_nhds
    refine h.congr' ?_
    filter_upwards [self_mem_nhdsWithin] with T hT
    rw [(thermalRate_eq μ 0 hT).1, zero_div, reducedRate_zero.2, mul_one]
  · have hE : Tendsto (fun T : ℝ => w / T) (𝓝[>] 0) atTop :=
      (tendsto_inv_nhdsGT_zero.const_mul_atTop hw).congr
        (fun T => by simp only [div_eq_mul_inv])
    have h0 : Tendsto (fun T : ℝ => Real.exp (-(w / T))) (𝓝[>] 0) (𝓝 0) :=
      Real.tendsto_exp_neg_atTop_nhds_zero.comp hE
    have h : Tendsto (fun T : ℝ => w / (1 - Real.exp (-(w / T)))) (𝓝[>] 0) (𝓝 (w / (1 - 0))) :=
      tendsto_const_nhds.div (h0.const_sub 1) (by norm_num)
    rw [sub_zero, div_one] at h
    rw [max_eq_left hw.le]
    refine h.congr' ?_
    filter_upwards [self_mem_nhdsWithin] with T hT
    exact ((thermalRate_eq μ w hT).2 hw.ne').symm

end

end CoulombBlockadeRate
```

```lean
#print axioms CoulombBlockadeRate.tunnelWeight_mul
#print axioms CoulombBlockadeRate.tendsto_reducedRate
#print axioms CoulombBlockadeRate.detailed_balance
#print axioms CoulombBlockadeRate.coulomb_blockade
```

```
'CoulombBlockadeRate.tunnelWeight_mul' depends on axioms: [propext, Classical.choice, Quot.sound]
'CoulombBlockadeRate.tendsto_reducedRate' depends on axioms: [propext, Classical.choice, Quot.sound]
'CoulombBlockadeRate.detailed_balance' depends on axioms: [propext, Classical.choice, Quot.sound]
'CoulombBlockadeRate.coulomb_blockade' depends on axioms: [propext, Classical.choice, Quot.sound]
```

## How the proof follows the calculation

`fermi_mul` records f(x)(1 + exp(x)) = 1. From it, `tunnelWeight_mul` obtains the factorisation of f(x) − f(x + d): `linear_combination` adds suitable multiples of this identity at x and x + d, together with exp(x + d) exp(−d) = exp(x). `hasDerivAt_logPartition` is the derivative L′ = 1 − f. The docstrings call 1 + exp(x) the partition function of a level: here the filled state has weight 1 and the empty state weight exp(x). The more usual choice, weight 1 for the empty state, gives 1 + exp(−x) and the same occupation f(x).

The analytic part is in `rate_of_antiderivative`, which accepts any antiderivative with finite limits m and n at the two ends. It first shows that the integrand is continuous and nonnegative. The integral of its norm over [−r, r] is then F(r) − F(−r), and convergence of these integrals gives integrability. The fundamental theorem on the whole line, `integral_of_hasDerivAt_of_tendsto`, supplies the value n − m.

In `reducedRate_eq`, `hne` shows that the denominator is nonzero, and `hrefl` is the reflection identity L(x) = x + L(−x). The facts `hbot` and `htop` are the limits 0 and d of the difference of logarithms, and `hF` verifies the antiderivative. `reducedRate_zero` passes −f to the same lemma, with limits −1 and 0.

`tendsto_reducedRate` turns the derivative of 1 − exp(−d) at zero into a limit of difference quotients and inverts it. The proof of `detailed_balance` treats d = 0 separately, then clears denominators and uses exp(d) exp(−d) = 1.

`thermalRate_eq` carries out the substitution in two steps: a translation removes μ, and a rescaling produces the factor T. Finally, `coulomb_blockade` splits on the sign of w with `lt_trichotomy`. In each branch it proves the limit of an explicit expression, then uses `congr'` to transfer it to the energy integral, since the two agree for every T > 0.
